# Spin coherent states resolve the identity

## Spin one-half

A spin one-half pointing along polar angle $t$ and azimuth $f$ has the components $c_0=\cos(t/2)$ and $c_1=\sin(t/2)\,e^{if}$. Integrate the products $c_k\overline{c_l}$ over all directions. The off-diagonal ones carry a phase $e^{\pm if}$ and vanish over a full turn. The diagonal ones agree:

$$\int_0^\pi \cos^2\tfrac t2\,\sin t\,dt=\int_0^\pi \sin^2\tfrac t2\,\sin t\,dt=1.$$

The azimuth contributes $2\pi$, so the prefactor $1/(2\pi)$ gives the identity matrix. Larger spins work the same way: phases remove the off-diagonal elements, and the polar integrals are all equal.

## The identity for spin $n/2$

For $0\le k\le n$, let

$$c_k(t,f)=p_k(t)\,e^{ikf},\qquad p_k(t)=\sqrt{\tbinom nk}\,\cos^{n-k}\tfrac t2\,\sin^k\tfrac t2 .$$

Here $k$ labels the state with magnetic quantum number $n/2-k$. The claim is

$$\frac{n+1}{4\pi}\int_0^\pi\!\int_0^{2\pi}c_k\,\overline{c_l}\,\sin t\,df\,dt=\delta_{kl}.$$

For a single spin of fixed length, this makes the weighted coherent-state projectors a measurement with a continuous set of outcomes, the directions on the sphere.

In Lean, $p_k$ is `polarAmp`, $c_k$ is `coherentAmp`, and a spin vector is a function `Fin (n + 1) → ℂ`. Its inner product with the coherent state, `overlap`, is $\langle t,f|v\rangle=\sum_k\overline{c_k}\,v_k$. The theorem `resolution_of_identity` takes natural numbers `n`, `k`, `l` with `k ≤ n` and gives the matrix elements of the identity. The sphere enters as an iterated integral, azimuth first, with weight $\sin t$. The amplitudes are defined by their formula; they are not derived by rotating a highest-weight state, and no angular momentum operators appear.

The bound on $k$ matters. For $n=0$ and $k=l=1$ the binomial coefficient is zero, so the left side is $0$ while $\delta_{11}=1$. No bound on $l$ is needed: if $l=k$ it is already bounded, and otherwise the integral vanishes.

## Derivation

**Norm.** By the binomial theorem,
$$\sum_k|c_k|^2=\sum_k\tbinom nk\left(\sin^2\tfrac t2\right)^k\left(\cos^2\tfrac t2\right)^{n-k}=1.$$

**Beta integral.** Let $B(a,b)=\int_0^1x^b(1-x)^a\,dx$. Then $B(0,b)=1/(b+1)$. Since $x^{b+1}(1-x)^{a+1}$ vanishes at both ends, integrating its derivative gives
$$(b+1)\,B(a+1,b)=(a+1)\,B(a,b+1).$$
Induction on $a$ yields $B(a,b)=a!\,b!/(a+b+1)!$.

**Polar angle.** With $x=\sin^2(t/2)$ and $dx=\tfrac12\sin t\,dt$,
$$\int_0^\pi p_k^2\sin t\,dt=2\tbinom nk B(n-k,k)=2\,\frac{n!}{k!(n-k)!}\,\frac{(n-k)!\,k!}{(n+1)!}=\frac2{n+1}.$$

**Azimuth.** The integral $\int_0^{2\pi}e^{i(k-l)f}df$ is $2\pi$ for $k=l$; otherwise it is $(e^{2\pi i(k-l)}-1)/(i(k-l))=0$. The diagonal elements are therefore
$$\frac{n+1}{4\pi}\cdot2\pi\cdot\frac2{n+1}=1.$$

**Overlaps.** For spin vectors $u$ and $v$,
$$\overline{\langle t,f|u\rangle}\,\langle t,f|v\rangle=\sum_{k,l}\overline{u_k}\,v_l\,c_k\,\overline{c_l}.$$
Integrating term by term with the same weight leaves $\sum_k\overline{u_k}v_k$. For $u=v$ this is $\sum_k|v_k|^2$. Hence $\frac{n+1}{4\pi}|\langle t,f|v\rangle|^2$, the Husimi distribution, integrates to $1$ over the sphere when $v$ is normalised; for any other nonzero $v$, divide by its squared norm.

## The Lean file

```lean
import Mathlib

open scoped Real ComplexConjugate

namespace SpinCoherentResolution

noncomputable section

/-- The real polar factor of the `k`-th component of the spin `n/2` coherent state
at polar angle `t`. -/
def polarAmp (n k : ℕ) (t : ℝ) : ℝ :=
  Real.sqrt (n.choose k) * Real.cos (t / 2) ^ (n - k) * Real.sin (t / 2) ^ k

/-- The `k`-th component of the spin `n/2` coherent state pointing along polar angle `t`
and azimuth `f`. -/
def coherentAmp (n k : ℕ) (t f : ℝ) : ℂ :=
  (polarAmp n k t : ℂ) * Complex.exp (Complex.I * k * f)

/-- The inner product of the coherent state along `(t, f)` with the spin vector `v`. -/
def overlap (n : ℕ) (v : Fin (n + 1) → ℂ) (t f : ℝ) : ℂ :=
  ∑ k : Fin (n + 1), conj (coherentAmp n k t f) * v k

/-- Every spin coherent state has unit norm. -/
theorem coherent_normalized (n : ℕ) (t f : ℝ) :
    ∑ k : Fin (n + 1), ‖coherentAmp n k t f‖ ^ 2 = 1 := by
  have e : ∀ k : ℕ, ‖coherentAmp n k t f‖ ^ 2 =
      (Real.sin (t / 2) ^ 2) ^ k * (Real.cos (t / 2) ^ 2) ^ (n - k) * (n.choose k : ℝ) := by
    intro k
    have h1 : ‖Complex.exp (Complex.I * k * f)‖ = 1 := by simp [Complex.norm_exp]
    rw [coherentAmp, norm_mul, h1, mul_one, Complex.norm_real, Real.norm_eq_abs, sq_abs,
      polarAmp, mul_pow, mul_pow, Real.sq_sqrt (Nat.cast_nonneg _)]
    ring
  simp only [e]
  -- the binomial theorem sums the weights
  rw [Fin.sum_univ_eq_sum_range (fun k : ℕ => (Real.sin (t / 2) ^ 2) ^ k *
    (Real.cos (t / 2) ^ 2) ^ (n - k) * (n.choose k : ℝ)) (n + 1), ← add_pow,
    Real.sin_sq_add_cos_sq, one_pow]

/-- The Beta integral for natural exponents. -/
theorem beta_integral (a b : ℕ) : ∫ x in (0 : ℝ)..1, x ^ b * (1 - x) ^ a =
    (a.factorial : ℝ) * b.factorial / (a + b + 1).factorial := by
  induction a generalizing b with
  | zero =>
    have hb : (b.factorial : ℝ) ≠ 0 := by positivity
    simp only [pow_zero, mul_one, integral_pow]
    rw [Nat.factorial_zero, zero_add, Nat.factorial_succ, one_pow,
      zero_pow (Nat.succ_ne_zero b), sub_zero]
    push_cast
    field_simp
  | succ a ih =>
    -- integrate the derivative of x^(b+1) (1-x)^(a+1), which vanishes at both ends
    have hd : ∀ x ∈ Set.uIcc (0 : ℝ) 1,
        HasDerivAt (fun x : ℝ => x ^ (b + 1) * (1 - x) ^ (a + 1))
          ((b + 1) * (x ^ b * (1 - x) ^ (a + 1)) - (a + 1) * (x ^ (b + 1) * (1 - x) ^ a)) x := by
      intro x _
      have h1 := hasDerivAt_pow (b + 1) x
      have h2 := ((hasDerivAt_id' x).const_sub 1).fun_pow (a + 1)
      refine (h1.fun_mul h2).congr_deriv ?_
      simp only [Nat.add_sub_cancel]
      push_cast
      ring
    have i1 : IntervalIntegrable (fun x : ℝ => ((b : ℝ) + 1) * (x ^ b * (1 - x) ^ (a + 1)))
        MeasureTheory.volume 0 1 := Continuous.intervalIntegrable (by fun_prop) _ _
    have i2 : IntervalIntegrable (fun x : ℝ => ((a : ℝ) + 1) * (x ^ (b + 1) * (1 - x) ^ a))
        MeasureTheory.volume 0 1 := Continuous.intervalIntegrable (by fun_prop) _ _
    have h := intervalIntegral.integral_eq_sub_of_hasDerivAt hd (i1.sub i2)
    rw [intervalIntegral.integral_sub i1 i2, intervalIntegral.integral_const_mul,
      intervalIntegral.integral_const_mul, ih (b + 1)] at h
    have e : (1 : ℝ) ^ (b + 1) * (1 - 1) ^ (a + 1) - 0 ^ (b + 1) * (1 - 0) ^ (a + 1) = 0 := by
      simp
    have h' := h.trans e
    rw [show a + (b + 1) + 1 = a + 1 + b + 1 by omega, Nat.factorial_succ b] at h'
    rw [Nat.factorial_succ a]
    push_cast at h' ⊢
    have hb : (b : ℝ) + 1 ≠ 0 := by positivity
    apply mul_left_cancel₀ hb
    linear_combination h'

/-- The polar weight of each component, integrated with `sin t`, is `2 / (n + 1)`,
the same for all `k ≤ n`. -/
theorem polar_integral (n k : ℕ) (hk : k ≤ n) :
    ∫ t in (0 : ℝ)..π, polarAmp n k t ^ 2 * Real.sin t = 2 / (n + 1) := by
  -- substitute x = sin² (t/2)
  have hd : ∀ t : ℝ, HasDerivAt (fun t : ℝ => Real.sin (t / 2) * Real.sin (t / 2))
      (Real.sin t / 2) t := by
    intro t
    have h := ((hasDerivAt_id' t).div_const 2).sin
    have hs : Real.sin t = 2 * Real.sin (t / 2) * Real.cos (t / 2) := by
      rw [← Real.sin_two_mul]
      congr 1
      ring
    refine (h.fun_mul h).congr_deriv ?_
    rw [hs]
    ring
  have h := intervalIntegral.integral_comp_mul_deriv (a := 0) (b := π)
    (f := fun t : ℝ => Real.sin (t / 2) * Real.sin (t / 2)) (f' := fun t => Real.sin t / 2)
    (g := fun x : ℝ => x ^ k * (1 - x) ^ (n - k))
    (fun t _ => hd t) (by fun_prop) (by fun_prop)
  have e0 : Real.sin ((0 : ℝ) / 2) * Real.sin ((0 : ℝ) / 2) = 0 := by simp
  have e1 : Real.sin (π / 2) * Real.sin (π / 2) = 1 := by simp
  simp only [Function.comp_def, e0, e1, beta_integral] at h
  have e : (fun t : ℝ => polarAmp n k t ^ 2 * Real.sin t) = fun t => (2 * (n.choose k : ℝ)) *
      ((Real.sin (t / 2) * Real.sin (t / 2)) ^ k *
        (1 - Real.sin (t / 2) * Real.sin (t / 2)) ^ (n - k) * (Real.sin t / 2)) := by
    funext t
    have hc : 1 - Real.sin (t / 2) * Real.sin (t / 2) = Real.cos (t / 2) ^ 2 := by
      linear_combination -(Real.sin_sq_add_cos_sq (t / 2))
    rw [hc, polarAmp, mul_pow, mul_pow, Real.sq_sqrt (Nat.cast_nonneg _)]
    ring
  rw [e, intervalIntegral.integral_const_mul, h, Nat.sub_add_cancel hk, Nat.factorial_succ n,
    ← Nat.choose_mul_factorial_mul_factorial hk]
  have h1 : (n.choose k : ℝ) ≠ 0 := Nat.cast_ne_zero.2 (Nat.choose_pos hk).ne'
  have h2 : (k.factorial : ℝ) ≠ 0 := by positivity
  have h3 : ((n - k).factorial : ℝ) ≠ 0 := by positivity
  push_cast
  field_simp

/-- The phases of two components are orthogonal over a full turn of the azimuth. -/
theorem phase_integral (k l : ℕ) :
    ∫ f in (0 : ℝ)..2 * π, Complex.exp (Complex.I * k * f) * conj (Complex.exp (Complex.I * l * f))
      = if k = l then 2 * (π : ℂ) else 0 := by
  have e : ∀ f : ℝ, Complex.exp (Complex.I * k * f) * conj (Complex.exp (Complex.I * l * f)) =
      Complex.exp (Complex.I * ((k : ℂ) - l) * f) := by
    intro f
    rw [← Complex.exp_conj, ← Complex.exp_add]
    congr 1
    simp only [map_mul, Complex.conj_I, Complex.conj_ofReal, map_natCast]
    ring
  simp only [e]
  split_ifs with h
  · subst h
    simp
  · have hc : Complex.I * ((k : ℂ) - l) ≠ 0 :=
      mul_ne_zero Complex.I_ne_zero (sub_ne_zero.2 (Nat.cast_injective.ne h))
    have h1 : Complex.exp (Complex.I * ((k : ℂ) - l) * ((2 * π : ℝ) : ℂ)) = 1 := by
      rw [Complex.exp_eq_one_iff]
      refine ⟨(k : ℤ) - l, ?_⟩
      push_cast
      ring
    rw [integral_exp_mul_complex hc, h1]
    simp

/-- Integrating over the azimuth removes the products of different components. -/
theorem azimuthal_integral (n k l : ℕ) (t : ℝ) :
    ∫ f in (0 : ℝ)..2 * π, coherentAmp n k t f * conj (coherentAmp n l t f) * (Real.sin t : ℂ)
      = if k = l then ((2 * π * (polarAmp n k t ^ 2 * Real.sin t) : ℝ) : ℂ) else 0 := by
  have e : ∀ f : ℝ, coherentAmp n k t f * conj (coherentAmp n l t f) * (Real.sin t : ℂ) =
      ((polarAmp n k t * polarAmp n l t * Real.sin t : ℝ) : ℂ) *
        (Complex.exp (Complex.I * k * f) * conj (Complex.exp (Complex.I * l * f))) := by
    intro f
    rw [coherentAmp, coherentAmp, map_mul, Complex.conj_ofReal]
    push_cast
    ring
  simp only [e, intervalIntegral.integral_const_mul, phase_integral]
  split_ifs with h
  · subst h
    push_cast
    ring
  · simp

/-- Resolution of identity: the projectors on the spin `n/2` coherent states, integrated over
the sphere with weight `(n + 1) / (4π)`, have the matrix elements of the identity. -/
theorem resolution_of_identity (n k l : ℕ) (hk : k ≤ n) :
    ((n : ℂ) + 1) / (4 * π) * ∫ t in (0 : ℝ)..π, ∫ f in (0 : ℝ)..2 * π,
      coherentAmp n k t f * conj (coherentAmp n l t f) * (Real.sin t : ℂ)
      = if k = l then 1 else 0 := by
  simp only [azimuthal_integral]
  by_cases h : k = l
  · simp only [if_pos h]
    rw [intervalIntegral.integral_ofReal, intervalIntegral.integral_const_mul,
      polar_integral n k hk]
    have hπ : (π : ℂ) ≠ 0 := Complex.ofReal_ne_zero.2 Real.pi_ne_zero
    have hn : (n : ℂ) + 1 ≠ 0 := Nat.cast_add_one_ne_zero n
    push_cast
    field_simp
    norm_num
  · simp [h]

/-- The inner product of two spin vectors is the integral over the sphere of the product of their
coherent-state overlaps, the first one conjugated, with weight `(n + 1) / (4π)`. -/
theorem inner_product_from_overlaps (n : ℕ) (u v : Fin (n + 1) → ℂ) :
    ((n : ℂ) + 1) / (4 * π) * ∫ t in (0 : ℝ)..π, ∫ f in (0 : ℝ)..2 * π,
      conj (overlap n u t f) * overlap n v t f * (Real.sin t : ℂ)
      = ∑ k, conj (u k) * v k := by
  have e : ∀ t f : ℝ, conj (overlap n u t f) * overlap n v t f * (Real.sin t : ℂ) =
      ∑ p : Fin (n + 1) × Fin (n + 1), (conj (u p.1) * v p.2) *
        (coherentAmp n p.1 t f * conj (coherentAmp n p.2 t f) * (Real.sin t : ℂ)) := by
    intro t f
    simp only [overlap, map_sum, map_mul, Complex.conj_conj]
    rw [Finset.sum_mul_sum, Finset.sum_mul, Fintype.sum_prod_type]
    refine Finset.sum_congr rfl fun k _ => ?_
    rw [Finset.sum_mul]
    exact Finset.sum_congr rfl fun l _ => by ring
  have ha : ∀ (k : ℕ) (t : ℝ), Continuous fun f : ℝ => coherentAmp n k t f := by
    intro k t
    unfold coherentAmp
    fun_prop
  have ht : ∀ k l : ℕ, Continuous fun t : ℝ => ∫ f in (0 : ℝ)..2 * π,
      coherentAmp n k t f * conj (coherentAmp n l t f) * (Real.sin t : ℂ) := by
    intro k l
    have hR : Continuous fun t : ℝ => 2 * π * (polarAmp n k t ^ 2 * Real.sin t) := by
      unfold polarAmp
      fun_prop
    simp only [azimuthal_integral]
    split_ifs
    · exact Complex.continuous_ofReal.comp hR
    · exact continuous_const
  -- exchange the finite sum with both integrals
  have inner_sum : ∀ t : ℝ, ∫ f in (0 : ℝ)..2 * π,
      conj (overlap n u t f) * overlap n v t f * (Real.sin t : ℂ) =
      ∑ p : Fin (n + 1) × Fin (n + 1), (conj (u p.1) * v p.2) * ∫ f in (0 : ℝ)..2 * π,
        coherentAmp n p.1 t f * conj (coherentAmp n p.2 t f) * (Real.sin t : ℂ) := by
    intro t
    simp only [e]
    rw [intervalIntegral.integral_finsetSum]
    · simp only [intervalIntegral.integral_const_mul]
    · intro p _
      exact (continuous_const.mul (((ha p.1 t).mul
        (Complex.continuous_conj.comp (ha p.2 t))).mul continuous_const)).intervalIntegrable _ _
  simp only [inner_sum]
  rw [intervalIntegral.integral_finsetSum
    (fun p _ => (continuous_const.mul (ht p.1 p.2)).intervalIntegrable _ _)]
  simp only [intervalIntegral.integral_const_mul, Finset.mul_sum, Fintype.sum_prod_type]
  refine Finset.sum_congr rfl fun k _ => ?_
  -- only the diagonal term survives
  rw [Finset.sum_eq_single k]
  · have r := resolution_of_identity n k k k.is_le
    rw [if_pos rfl] at r
    linear_combination (conj (u k) * v k) * r
  · intro l _ hl
    have r := resolution_of_identity n k l k.is_le
    rw [if_neg (fun h => hl (Fin.ext h.symm))] at r
    linear_combination (conj (u k) * v l) * r
  · simp

/-- The squared modulus of the overlap of a spin vector with the coherent states, integrated over
the sphere with weight `(n + 1) / (4π)`, is the squared norm of the vector. -/
theorem husimi_normalization (n : ℕ) (v : Fin (n + 1) → ℂ) :
    ((n : ℝ) + 1) / (4 * π) * ∫ t in (0 : ℝ)..π, ∫ f in (0 : ℝ)..2 * π,
      ‖overlap n v t f‖ ^ 2 * Real.sin t = ∑ k, ‖v k‖ ^ 2 := by
  have h := inner_product_from_overlaps n v v
  have e : ∀ z : ℂ, conj z * z = ((‖z‖ ^ 2 : ℝ) : ℂ) := by
    intro z
    rw [mul_comm, Complex.mul_conj, Complex.normSq_eq_norm_sq]
  simp only [e, ← Complex.ofReal_mul, intervalIntegral.integral_ofReal] at h
  exact_mod_cast h

end

end SpinCoherentResolution
```

```lean
#print axioms SpinCoherentResolution.coherent_normalized
#print axioms SpinCoherentResolution.resolution_of_identity
#print axioms SpinCoherentResolution.husimi_normalization
```

```
'SpinCoherentResolution.coherent_normalized' depends on axioms: [propext, Classical.choice, Quot.sound]
'SpinCoherentResolution.resolution_of_identity' depends on axioms: [propext, Classical.choice, Quot.sound]
'SpinCoherentResolution.husimi_normalization' depends on axioms: [propext, Classical.choice, Quot.sound]
```

## How the proof follows the derivation

`coherent_normalized` removes the phase, which has modulus one, and sums the weights with `add_pow`. The later theorems do not use it.

`beta_integral` is an induction on `a` that keeps `b` general, because the step calls the formula at `b + 1`. The derivative is `hd`, and `integral_eq_sub_of_hasDerivAt` turns its integral into boundary terms.

`polar_integral` substitutes through `integral_comp_mul_deriv`, then cancels the factorials using `k ≤ n`.

`phase_integral` merges the two exponentials and treats equal and unequal indices separately. `azimuthal_integral` pulls the real factors out of that integral, and `resolution_of_identity` inserts the polar value on the diagonal.

In `inner_product_from_overlaps`, `e` expands the product into a sum over index pairs. Continuity justifies exchanging this finite sum with each integral, and `Finset.sum_eq_single` keeps the diagonal term. `husimi_normalization` sets both vectors equal, rewrites $\bar z z$ as $|z|^2$, and returns from complex to real numbers.
